# On a ring of N cells, the Fourier component q of a phonon potential couples the Bloch state k only to k + q modulo N

Q: To find how fast phonons scatter an electron at $k$, I run over the phonon wavevectors $q$, look up only the states at $k+q$, and evaluate each coupling as a sum over one unit cell. For each $q$, all other final states are skipped. You say that Lean has a proof that this is right for a finite ring. I suspect that the physics has been put in by definition. What is the derivation?

A: Take $N$ cells on a ring, labelled by $R$ modulo $N$, with a finite set of sites $a$ in each cell. The lattice phase is $c(x)=e^{2\pi i x/N}$. It satisfies $c(x+y)=c(x)c(y)$ and $\overline{c(x)}=c(-x)$, and it depends on $x$ only modulo $N$. The electron states are
$$\psi_k(R,a)=\frac{1}{\sqrt N}\,c(kR)\,u_k(a).$$
Let $w(R-S,a)$ be the change of potential at site $a$ of cell $R$ when the atoms in cell $S$ are displaced by one unit along the phonon mode. A mode of amplitude $l$ displaces cell $S$ by $(l/\sqrt N)\,c(qS)$, so that the squared moduli of the displacements add up to $l^2$ over the ring. To first order, the potential changes by
$$\delta V(R,a)=\frac{l}{\sqrt N}\sum_S c(qS)\,w(R-S,a).$$

Q: That is a sum over displaced cells. Where does the cell-periodic part come from?

A: From counting the displaced cells by their distance from $R$. Put $S'=R-S$, which runs over the whole ring as $S$ does:
$$\sum_S c(qS)\,w(R-S,a)=\sum_{S'}c\big(q(R-S')\big)\,w(S',a)=c(qR)\,w_q(a),\qquad w_q(a)=\sum_{S}c(-qS)\,w(S,a).$$
So $\delta V$ is a plane wave times a function of the site alone. Now insert this in the matrix element. The three phases $\overline{c(k'R)}\,c(qR)\,c(kR)$ combine into one, and the double sum factorises:
$$\langle\psi_{k'},\delta V\psi_k\rangle=\frac{l}{\sqrt N}\cdot\frac1N\sum_R c\big((k+q-k')R\big)\cdot\sum_a\overline{u_{k'}(a)}\,w_q(a)\,u_k(a).$$

Q: And the sum over $R$ gives the selection rule.

A: Yes. Write $m=k+q-k'$ and $A=\sum_R c(mR)$. If $m=0$ modulo $N$, every term is 1 and $A=N$. Otherwise, shifting $R$ by one cell only reorders the terms, so $c(m)A=A$. Since $c(m)\neq1$, $A=0$. Hence
$$\langle\psi_{k'},\delta V\psi_k\rangle=\begin{cases}\dfrac{l}{\sqrt N}\displaystyle\sum_a\overline{u_{k'}(a)}\,w_q(a)\,u_k(a), & k'=k+q,\\[2mm] 0, & \text{otherwise.}\end{cases}$$

Q: Which step would you check first in someone else's notes?

A: The sign in $w_q$. The phonon carries $c(+qS)$, so it is tempting to write $c(+qS)$ in $w_q$ too, but there $S$ counts the distance from the displaced cell to the observed one, and the sign is reversed. With one site per cell and a real $w$, the wrong sign merely conjugates $w_q$, and the squared coupling hides the error. With several sites, the terms can interfere differently and the rate can change.

Q: A scattering rate needs the square, with $\hbar$ in it.

A: For an oscillator of mass $M$ and frequency $\omega$, the ground-state energy $\hbar\omega/2$ is half potential energy. If $l$ is the root-mean-square value of the mode coordinate (each cell moves by $1/\sqrt N$ of it), then $\tfrac12M\omega^2l^2=\tfrac14\hbar\omega$, so $l^2=\hbar/(2M\omega)$. For $k'=k+q$ this gives
$$|\langle\psi_{k+q},\delta V\psi_k\rangle|^2=\frac{\hbar}{2M\omega N}\Big|\sum_a\overline{u_{k+q}(a)}\,w_q(a)\,u_k(a)\Big|^2.$$

Q: Now the formal version. What are the cells and sites in Lean?

A: Cells and wavevectors are both elements of `ZMod N`, and `NeZero N` says that there is at least one cell. The sites form an arbitrary finite type `α`.

```lean
import Mathlib

open ComplexConjugate

namespace ElectronPhononCoupling

noncomputable section

variable {N : ℕ} [NeZero N] {α : Type*} [Fintype α]
```

The phase is Mathlib's standard additive character on `ZMod N`.

```lean
/-- The lattice phase `c(x) = exp(2πi x/N)` on a ring of `N` cells. -/
abbrev phase : AddChar (ZMod N) ℂ := ZMod.stdAddChar
```

Q: A wavevector is an integer modulo $N$?

A: It labels the physical wavevector $2\pi k/(Nd)$, where $d$ is the lattice constant, up to a reciprocal lattice vector. An equation such as $k'=k+q$ therefore includes umklapp processes.

```lean
/-- The Bloch state `N^(-1/2) c(kR) u(a)` with wavevector `k` and cell-periodic part `u`. -/
def bloch (k : ZMod N) (u : α → ℂ) (R : ZMod N) (a : α) : ℂ :=
  phase (k * R) * u a / (√(N : ℝ) : ℝ)
```

The phase in `bloch` depends on the cell alone, not on the position of the site within it. If your code uses $e^{ikr}$ with the full position $r$, its periodic part differs from this `u` by a phase on each site.

Q: Nothing says that `u` is normalised, or that it solves anything.

A: Correct. The theorem holds for any complex `u` and `u'`, so band indices and eigenvalue equations are not needed. The norm of the Bloch state equals that of its cell part. For unnormalised functions, divide the matrix element by $\big(\sum_a|u'(a)|^2\big)^{1/2}\big(\sum_a|u(a)|^2\big)^{1/2}$, provided neither is zero.

```lean
/-- The potential change of a phonon of wavevector `q` and amplitude `l`; `w (R - S) a` is the
response at site `a` of cell `R` to a unit displacement in cell `S`. -/
def phononPotential (l : ℝ) (q : ZMod N) (w : ZMod N → α → ℂ) (R : ZMod N) (a : α) : ℂ :=
  (l : ℂ) / (√(N : ℝ) : ℝ) * ∑ S : ZMod N, phase (q * S) * w (R - S) a
```

Q: Here is my main objection. The response `w` is just handed over. In density functional perturbation theory it is the hard part.

A: It is an input here. In your calculation it would be the self-consistent first-order change of the Kohn-Sham potential, projected on the phonon polarisation. What the definition does assume is that the response depends only on `R - S`, which is the translational symmetry of the undistorted crystal. It may be complex, so complex polarisation vectors are admitted. The potential is local: it multiplies the wavefunction site by site, so a nonlocal pseudopotential is not covered.

```lean
/-- The cell-periodic part `w_q(a) = ∑ c(-qS) w(S,a)` of the potential response. -/
def periodicPart (q : ZMod N) (w : ZMod N → α → ℂ) (a : α) : ℂ :=
  ∑ S : ZMod N, phase (-(q * S)) * w S a

/-- The matrix element `⟨φ, V ψ⟩` of a local potential `V`, summed over all cells and sites. -/
def matrixElement (φ V ψ : ZMod N → α → ℂ) : ℂ :=
  ∑ R, ∑ a, conj (φ R a) * V R a * ψ R a

/-- The matrix element of `w_q` between two cell-periodic functions, summed over one cell. -/
def cellCoupling (u' : α → ℂ) (q : ZMod N) (w : ZMod N → α → ℂ) (u : α → ℂ) : ℂ :=
  ∑ a, conj (u' a) * periodicPart q w a * u a
```

These are $w_q$, the matrix element over the full ring, and the sum over one cell.

Q: So what exactly does the main theorem say?

A: `electron_phonon_matrixElement` takes any real `l`, any `k`, `k'`, `q`, any response `w` and any `u`, `u'`. It says that the matrix element over the full ring equals `l` over $\sqrt N$ times `cellCoupling u' q w u` if `k' = k + q`, and zero otherwise. The selection rule is not in any of the definitions: `matrixElement` sums over all cells for every pair of states. The allowed coupling may still vanish if the cell sum does. For $N=1$ there is only one wavevector, and the condition always holds.

For electronic structure practice, this supports storing couplings by $k$ and $q$ alone rather than for every triple $k,k',q$, in a model of independent electrons on a finite one-dimensional ring. Phonon creation and annihilation operators, the phonon occupation numbers that a rate also needs, energy conservation and the sum over final states do not appear.

Q: Then show me the proof. Is the abstract character really my exponential?

A: The first theorem says so for every integer `j`.

```lean
/-- The lattice phase at an integer `j` is `exp(2πi j/N)`. -/
theorem phase_intCast (j : ℤ) :
    phase (j : ZMod N) = Complex.exp (2 * Real.pi * Complex.I * j / N) :=
  ZMod.stdAddChar_coe j
```

The next one confirms that `bloch` deserves its name: translation by $T$ cells produces the factor $c(kT)$. It follows from $c(x+y)=c(x)c(y)$, and serves as a check on the definition; the main proof does not use it.

```lean
omit [Fintype α] in
/-- Translation by `T` cells multiplies a Bloch state by the phase `c(kT)`. -/
theorem bloch_translate (k : ZMod N) (u : α → ℂ) (R T : ZMod N) (a : α) :
    bloch k u (R + T) a = phase (k * T) * bloch k u R a := by
  simp only [bloch, mul_add, AddChar.map_add_eq_mul]
  ring
```

Q: And the sum over the ring?

A: `sum_phase` is the statement that $A$ is $N$ or zero. Mathlib supplies it for a primitive character, and primitivity, which says that for each $m\neq0$ some $R$ has $c(mR)\neq1$, plays the part of our observation that $c(m)\neq1$.

```lean
/-- The phases of wavevector `m` add up to `N` over the ring if `m = 0`, and to zero otherwise. -/
theorem sum_phase (m : ZMod N) :
    ∑ R : ZMod N, phase (m * R) = if m = 0 then (N : ℂ) else 0 := by
  simp only [mul_comm m]
  rw [AddChar.sum_mulShift m (ZMod.isPrimitive_stdAddChar N)]
  simp [ZMod.card]
```

The factorisation of the potential follows the manual calculation closely. The inner statement `h` is the change of variable $S\mapsto R-S$, expressed through the bijection `Equiv.subLeft R`. The rest splits $c(q(R-S))$ into $c(qR)\,c(-qS)$ and takes the first factor out of the sum.

```lean
omit [Fintype α] in
/-- The phonon potential is a plane wave `c(qR)` times its cell-periodic part, with the
prefactor `l N^(-1/2)`. -/
theorem phononPotential_eq (l : ℝ) (q : ZMod N) (w : ZMod N → α → ℂ) (R : ZMod N) (a : α) :
    phononPotential l q w R a =
      (l : ℂ) / (√(N : ℝ) : ℝ) * (phase (q * R) * periodicPart q w a) := by
  -- count the displaced cells by their distance from the cell R
  have h : ∑ S : ZMod N, phase (q * S) * w (R - S) a
      = ∑ S : ZMod N, phase (q * (R - S)) * w S a := by
    refine Fintype.sum_equiv (Equiv.subLeft R) _ _ (fun S => ?_)
    simp [Equiv.subLeft_apply]
  unfold phononPotential periodicPart
  rw [h]
  congr 1
  rw [Finset.mul_sum]
  refine Finset.sum_congr rfl (fun S _ => ?_)
  rw [show q * (R - S) = q * R + -(q * S) by ring, AddChar.map_add_eq_mul]
  ring
```

Q: With that, the main theorem should be short.

A: Most of its length is bookkeeping for the prefactors. The auxiliary statement `term` rewrites each summand as a constant times $c((k+q-k')R)$ times a function of $a$, and `hp` inside it combines the three phases. The sums are then separated, `sum_phase` evaluates the one over cells, and a case distinction on `k' = k + q` finishes. In the allowed case, the factor $N$ cancels the two factors $1/\sqrt N$ from the Bloch states, which is the role of `hs`. The remaining $1/\sqrt N$ belongs to the phonon.

```lean
/-- Electron-phonon matrix element: a phonon of wavevector `q` couples the Bloch state `k` to `k'`
only if `k' = k + q` modulo `N`, with strength `l N^(-1/2)` times the coupling in one cell. -/
theorem electron_phonon_matrixElement (l : ℝ) (k k' q : ZMod N) (w : ZMod N → α → ℂ)
    (u u' : α → ℂ) :
    matrixElement (bloch k' u') (phononPotential l q w) (bloch k u) =
      if k' = k + q then (l : ℂ) / (√(N : ℝ) : ℝ) * cellCoupling u' q w u else 0 := by
  have hN : (N : ℂ) ≠ 0 := Nat.cast_ne_zero.mpr (NeZero.ne N)
  have hs : ((√(N : ℝ) : ℝ) : ℂ) * ((√(N : ℝ) : ℝ) : ℂ) = (N : ℂ) := by
    rw [← Complex.ofReal_mul, Real.mul_self_sqrt (Nat.cast_nonneg N), Complex.ofReal_natCast]
  -- the three phases combine into one of wavevector k + q - k'
  have term : ∀ (R : ZMod N) (a : α),
      conj (bloch k' u' R a) * phononPotential l q w R a * bloch k u R a =
        (l : ℂ) / (√(N : ℝ) : ℝ) / (((√(N : ℝ) : ℝ) : ℂ) * ((√(N : ℝ) : ℝ) : ℂ))
          * phase ((k + q - k') * R) * (conj (u' a) * periodicPart q w a * u a) := by
    intro R a
    have hp : phase ((k + q - k') * R)
        = phase (k * R) * phase (q * R) * conj (phase (k' * R)) := by
      rw [← AddChar.map_neg_eq_conj, ← AddChar.map_add_eq_mul, ← AddChar.map_add_eq_mul]
      congr 1
      ring
    rw [phononPotential_eq, hp]
    simp only [bloch, map_div₀, map_mul, Complex.conj_ofReal]
    ring
  have hiff : k + q - k' = 0 ↔ k' = k + q :=
    ⟨fun h => (sub_eq_zero.mp h).symm, fun h => sub_eq_zero.mpr h.symm⟩
  unfold matrixElement cellCoupling
  simp only [term, ← Finset.mul_sum, ← Finset.sum_mul]
  -- the sum over cells enforces conservation of crystal momentum
  rw [sum_phase]
  by_cases h : k' = k + q
  · rw [if_pos (hiff.mpr h), if_pos h, hs, div_mul_cancel₀ _ hN]
  · rw [if_neg (fun h0 => h (hiff.mp h0)), if_neg h, mul_zero, zero_mul]
```

Q: One more doubt. A potential $\delta V$ with a phase $c(qS)$ is complex, so it is not Hermitian.

A: A single Fourier component need not be. The physical potential combines $q$ with $-q$, so it can couple $k$ to $k-q$ as well as to $k+q$. The next theorem gives the relation between the two components that makes their sum Hermitian. Conjugating a matrix element exchanges the two states, replaces $q$ by $-q$ and conjugates `w`. It holds for arbitrary states `φ` and `ψ`, not only Bloch states. The proof conjugates the potential first, using $\overline{c(qS)}=c(-qS)$, and then reorders the factors in each term.

```lean
/-- Complex conjugation of a phonon matrix element exchanges the two electron states, reverses
the phonon wavevector and conjugates the potential response. -/
theorem conj_matrixElement (l : ℝ) (q : ZMod N) (w φ ψ : ZMod N → α → ℂ) :
    conj (matrixElement φ (phononPotential l q w) ψ) =
      matrixElement ψ (phononPotential l (-q) (fun S a => conj (w S a))) φ := by
  have hV : ∀ (R : ZMod N) (a : α), conj (phononPotential l q w R a)
      = phononPotential l (-q) (fun S b => conj (w S b)) R a := by
    intro R a
    simp only [phononPotential, map_mul, map_sum, map_div₀, Complex.conj_ofReal, neg_mul,
      AddChar.map_neg_eq_conj]
  simp only [matrixElement, map_sum, map_mul, hV, Complex.conj_conj]
  refine Finset.sum_congr rfl (fun R _ => Finset.sum_congr rfl (fun a _ => ?_))
  ring
```

Q: And the zero-point amplitude: is it derived from quantum mechanics?

A: No, it enters as the hypothesis `hl`, which is the relation $\tfrac12M\omega^2l^2=\tfrac14\hbar\omega$. It stands for the equal division of the ground-state energy between kinetic and potential parts. Here `M` is one mass for the mode; with several kinds of atom, the mass ratios go into `w` together with the polarisation. The proof solves `hl` for $l^2$, applies the main theorem with $k'=k+q$, and takes the squared modulus.

```lean
/-- For an oscillator of mass `M > 0` and frequency `ω > 0` whose amplitude `l` has the zero-point
potential energy `ħω/4`, the squared coupling of `k` to `k + q` is `ħ/(2MωN)` times the squared
modulus of the coupling in one cell. -/
theorem sq_norm_coupling (l M ω ħ : ℝ) (hM : 0 < M) (hω : 0 < ω)
    (hl : M * ω ^ 2 * l ^ 2 / 2 = ħ * ω / 4)
    (k q : ZMod N) (w : ZMod N → α → ℂ) (u u' : α → ℂ) :
    ‖matrixElement (bloch (k + q) u') (phononPotential l q w) (bloch k u)‖ ^ 2 =
      ħ / (2 * M * ω * N) * ‖cellCoupling u' q w u‖ ^ 2 := by
  -- the zero-point relation fixes the mean square displacement
  have hl' : l ^ 2 = ħ / (2 * M * ω) := by
    rw [eq_div_iff (by positivity)]
    apply mul_left_cancel₀ hω.ne'
    linear_combination 4 * hl
  rw [electron_phonon_matrixElement, if_pos rfl]
  simp only [norm_mul, norm_div, Complex.norm_real, Real.norm_eq_abs, mul_pow, div_pow, sq_abs]
  rw [Real.sq_sqrt (Nat.cast_nonneg N), hl', div_div]

end

end ElectronPhononCoupling
```

Q: Does the requirement $\omega>0$ do any work? Acoustic modes reach $\omega=0$ at $q=0$.

A: It does, and a single cell with one site shows it. Set $u=u'=w=1$, $M=\hbar=1$ and $\omega=0$. Then `hl` reads $0=0$ for every $l$. The squared matrix element is $l^2$, so it is 1 for $l=1$ and 4 for $l=2$, and no expression in $\hbar$, $M$, $\omega$ and the cell sum can equal both. Physically, a mode without a restoring force has no finite zero-point width, and so the amplitude is not fixed. The numbers only test the hypothesis and do not model an acoustic mode: moving the whole crystal rigidly changes no electron energy, so the diagonal coupling of an energy eigenstate to that motion is zero.

Q: Then my objection shrinks to this: the response must come from somewhere else.

A: Yes. Given a local response with the symmetry of the lattice, the restriction to $k+q$ and the reduction to one cell follow on the ring. Whether your `w` is accurate remains a question for the linear-response calculation.

```lean
#print axioms ElectronPhononCoupling.bloch_translate
#print axioms ElectronPhononCoupling.electron_phonon_matrixElement
#print axioms ElectronPhononCoupling.conj_matrixElement
#print axioms ElectronPhononCoupling.sq_norm_coupling
```

```
'ElectronPhononCoupling.bloch_translate' depends on axioms: [propext, Classical.choice, Quot.sound]
'ElectronPhononCoupling.electron_phonon_matrixElement' depends on axioms: [propext, Classical.choice, Quot.sound]
'ElectronPhononCoupling.conj_matrixElement' depends on axioms: [propext, Classical.choice, Quot.sound]
'ElectronPhononCoupling.sq_norm_coupling' depends on axioms: [propext, Classical.choice, Quot.sound]
```
